# The fastest elastic wave in a strongly elliptic crystal has a convex slowness region

Let $C$ be a real stiffness tensor on $\mathbb R^n$, $n\ge 1$, with the major symmetry $C_{ijkl}=C_{klij}$. Let its Christoffel matrix
$$G(k)_{im}=\sum_{j,l}C_{ijml}\,k_jk_l$$
be positive definite for every $k\ne0$, which is strong ellipticity. Then $N(k)=\sqrt{\lambda_{\max}(G(k))}$ is a norm in the wave vector $k$. Consequently, at density $\rho$, the region $\{s:\lambda_{\max}(G(s))\le\rho\}$ bounded by the inner slowness sheet is convex. The minor symmetries are not needed.

## Frequency bounds and eikonal solvers

A plane wave with polarisation $p$ and frequency $\omega$ obeys $\rho\omega^2p=G(k)p$, so the highest frequency at $k$ is $N(k)/\sqrt\rho$. With $e_i$ the coordinate unit vectors, the norm property gives
$$\omega\le\rho^{-1/2}\sum_i|k_i|\,N(e_i),$$
which bounds the frequencies of a homogeneous, linear elastic medium from $n$ axis eigenproblems. Such a bound can enter a time-step estimate. Eikonal solvers for the fastest wave that require a Hamiltonian convex in the travel-time gradient can use $N/\sqrt\rho$, with the stiffness and density taken at each point.

## The triangle inequality at fixed polarisation

The major symmetry, with $j$ and $l$ renamed, gives $G_{im}=G_{mi}$. Expanding $p$ in an orthonormal eigenbasis of $G(k)$ then gives
$$q_p(k):=p\cdot G(k)p\le\lambda_{\max}(G(k))\,p\cdot p.$$

Fix $p$. For real $t$,
$$q_p(k+tk')=q_p(k')t^2+bt+q_p(k)\ge0,$$
where $b$ collects the cross terms. The sign follows from positive definiteness, together with $G(0)=0$. Hence $b^2\le4q_p(k)q_p(k')$. Setting $t=1$,
$$q_p(k+k')=q_p(k)+b+q_p(k')\le\left(\sqrt{q_p(k)}+\sqrt{q_p(k')}\right)^2.$$

Now let $p$ be a unit top eigenvector of $G(k+k')$. Then
$$N(k+k')=\sqrt{q_p(k+k')}\le\sqrt{q_p(k)}+\sqrt{q_p(k')}\le N(k)+N(k').$$

Since $G(ak)=a^2G(k)$, also $N(ak)=|a|N(k)$. Positive definiteness gives $N(k)>0$ for $k\ne0$, and $G(0)=0$ gives $N(0)=0$.

If $N(s),N(s')\le\sqrt\rho$, and $a,b\ge0$ are now weights with $a+b=1$, then
$$N(as+bs')\le aN(s)+bN(s')\le\sqrt\rho,$$
which is convexity. Along a unit vector $m$, for $\rho>0$ and $t\ge0$, the point $tm$ is in the region exactly when $t^2\lambda_{\max}(G(m))\le\rho$. The region therefore ends at the reciprocal of the fastest phase speed $\sqrt{\lambda_{\max}(G(m))/\rho}$.

## A cubic crystal with a non-convex slow region

Take a two-dimensional crystal, $n=2$, with $\rho=1$ and, in Voigt notation, the cubic constants $C_{11}=6$, $C_{12}=0$, $C_{44}=1$, in consistent units. With components numbered from 0,
$$G(k)=\begin{pmatrix}6k_0^2+k_1^2&k_0k_1\\k_0k_1&k_0^2+6k_1^2\end{pmatrix}.$$

At $(1,0)$ and $(0,1)$ the eigenvalues are 1 and 6; at $(1,1)$ they are 6 and 8. For the fastest wave, $\sqrt8\approx2.83\le2\sqrt6\approx4.90$. For the slowest, $\sqrt6\approx2.45>1+1$, so the triangle inequality fails.

At the midpoint $(1/2,1/2)$ the eigenvalues are $3/2$ and $2$. Both exceed $\rho=1$, although each endpoint has an eigenvalue equal to 1. The slowness region of the slowest wave, $\{s:\lambda_{\min}(G(s))\le\rho\}$, is therefore not convex. This is a statement about the two-dimensional model. In a three-dimensional cubic crystal with the same constants, and with $k$ in this plane, the matrix above covers only the waves polarised in the plane. The shear wave polarised out of it has eigenvalue $k_0^2+k_1^2$, which is $1/2$ at the midpoint, so there these two endpoints no longer give a counter-example.

## The norm and both regions in Lean

```lean
import Mathlib

open Matrix

namespace InnerSlownessSheet

noncomputable section

variable {ι : Type*} [Fintype ι] [DecidableEq ι]

/-- The Christoffel matrix `G(k)_im = C_ijml k_j k_l` of a stiffness tensor `C`. -/
def christoffel (C : ι → ι → ι → ι → ℝ) (k : ι → ℝ) : Matrix ι ι ℝ :=
  Matrix.of fun i m => ∑ j, ∑ l, C i j m l * k j * k l

/-- The major symmetry `C_ijkl = C_klij` of the stiffness tensor. -/
def MajorSymmetric (C : ι → ι → ι → ι → ℝ) : Prop :=
  ∀ i j k l, C i j k l = C k l i j

/-- The quadratic form `p · G(k) p` for polarisation `p` and wave vector `k`. -/
def polarisedModulus (C : ι → ι → ι → ι → ℝ) (p k : ι → ℝ) : ℝ :=
  p ⬝ᵥ (christoffel C k *ᵥ p)

/-- The Christoffel matrix is positive definite for every nonzero wave vector. -/
def StronglyElliptic (C : ι → ι → ι → ι → ℝ) : Prop :=
  ∀ k ≠ 0, ∀ p ≠ 0, 0 < polarisedModulus C p k

/-- `μ` is an eigenvalue of `A`, with a nonzero real eigenvector. -/
def IsEigval (A : Matrix ι ι ℝ) (μ : ℝ) : Prop :=
  ∃ p : ι → ℝ, p ≠ 0 ∧ A *ᵥ p = μ • p

/-- The supremum of the set of real eigenvalues of the Christoffel matrix `G(k)`. -/
def topEigenvalue (C : ι → ι → ι → ι → ℝ) (k : ι → ℝ) : ℝ :=
  sSup {μ | IsEigval (christoffel C k) μ}

/-- The slowness vectors `s` at which `topEigenvalue C s` is at most the density `ρ`. -/
def fastRegion (C : ι → ι → ι → ι → ℝ) (ρ : ℝ) : Set (ι → ℝ) :=
  {s | topEigenvalue C s ≤ ρ}

/-- The slowness vectors `s` at which some eigenvalue of `G(s)` is at most the density `ρ`. -/
def slowRegion (C : ι → ι → ι → ι → ℝ) (ρ : ℝ) : Set (ι → ℝ) :=
  {s | ∃ μ ≤ ρ, IsEigval (christoffel C s) μ}

omit [DecidableEq ι] in
private lemma dot_self_pos {p : ι → ℝ} (hp : p ≠ 0) : 0 < p ⬝ᵥ p := by
  obtain ⟨i, hi⟩ := Function.ne_iff.mp hp
  have hi' : p i ≠ 0 := by simpa using hi
  exact Finset.sum_pos' (fun j _ => mul_self_nonneg (p j))
    ⟨i, Finset.mem_univ i, mul_self_pos.mpr hi'⟩

private lemma isEigval_eigenvalues {B : Matrix ι ι ℝ} (hB : B.IsHermitian) (i : ι) :
    IsEigval B (hB.eigenvalues i) :=
  ⟨(hB.eigenvectorBasis i).ofLp,
    fun h => hB.eigenvectorBasis.orthonormal.ne_zero i (by ext j; exact congrFun h j),
    hB.mulVec_eigenvectorBasis i⟩

omit [DecidableEq ι] in
/-- The major symmetry makes the Christoffel matrix symmetric. -/
theorem christoffel_isHermitian {C : ι → ι → ι → ι → ℝ} (hC : MajorSymmetric C)
    (k : ι → ℝ) : (christoffel C k).IsHermitian := by
  refine Matrix.IsHermitian.ext fun i m => ?_
  rw [star_trivial]
  simp only [christoffel, Matrix.of_apply]
  rw [Finset.sum_comm]
  refine Finset.sum_congr rfl fun j _ => Finset.sum_congr rfl fun l _ => ?_
  rw [hC m l i j]
  ring

/-- The largest eigenvalue of the Christoffel matrix exists and is attained. -/
theorem topEigenvalue_isGreatest [Nonempty ι] {C : ι → ι → ι → ι → ℝ}
    (hC : MajorSymmetric C) (k : ι → ℝ) :
    IsGreatest {μ | IsEigval (christoffel C k) μ} (topEigenvalue C k) := by
  -- eigenvalues are roots of the characteristic polynomial, hence finitely many
  have hfin : {μ | IsEigval (christoffel C k) μ}.Finite := by
    refine (Polynomial.finite_setOfPred_isRoot
      (Matrix.charpoly_monic (christoffel C k)).ne_zero).subset ?_
    rintro μ ⟨p, hp, h⟩
    show (christoffel C k).charpoly.eval μ = 0
    rw [Matrix.eval_charpoly, ← Matrix.exists_mulVec_eq_zero_iff]
    refine ⟨p, hp, ?_⟩
    ext i
    simp [Matrix.sub_mulVec, h, Matrix.scalar_apply]
  have hne : {μ | IsEigval (christoffel C k) μ}.Nonempty :=
    ⟨_, isEigval_eigenvalues (christoffel_isHermitian hC k) (Classical.arbitrary ι)⟩
  exact ⟨hne.csSup_mem hfin, fun μ h => le_csSup hfin.bddAbove h⟩

/-- For every polarisation `p`, `p · G(k) p` is at most the largest eigenvalue times `p · p`. -/
theorem polarisedModulus_le [Nonempty ι] {C : ι → ι → ι → ι → ℝ}
    (hC : MajorSymmetric C) (p k : ι → ℝ) :
    polarisedModulus C p k ≤ topEigenvalue C k * (p ⬝ᵥ p) := by
  have hB : (topEigenvalue C k • (1 : Matrix ι ι ℝ) - christoffel C k).IsHermitian := by
    unfold Matrix.IsHermitian
    rw [conjTranspose_sub, conjTranspose_smul, conjTranspose_one,
      (christoffel_isHermitian hC k).eq, star_trivial]
  -- the shifted matrix has only nonnegative eigenvalues
  have hpsd := hB.posSemidef_iff_eigenvalues_nonneg.mpr (fun i => by
    show 0 ≤ hB.eigenvalues i
    obtain ⟨v, hv, h⟩ := isEigval_eigenvalues hB i
    have hmem : IsEigval (christoffel C k) (topEigenvalue C k - hB.eigenvalues i) := by
      refine ⟨v, hv, ?_⟩
      rw [sub_smul, ← h, Matrix.sub_mulVec, Matrix.smul_mulVec, Matrix.one_mulVec]
      exact (sub_sub_cancel _ _).symm
    have := (topEigenvalue_isGreatest hC k).2 hmem
    linarith)
  have h := hpsd.dotProduct_mulVec_nonneg p
  rw [star_trivial, Matrix.sub_mulVec, Matrix.smul_mulVec, Matrix.one_mulVec,
    dotProduct_sub, dotProduct_smul, smul_eq_mul] at h
  unfold polarisedModulus
  linarith

omit [DecidableEq ι] in
private lemma polarisedModulus_nonneg {C : ι → ι → ι → ι → ℝ} (hE : StronglyElliptic C)
    (p k : ι → ℝ) : 0 ≤ polarisedModulus C p k := by
  by_cases hp : p = 0
  · simp [polarisedModulus, hp]
  by_cases hk : k = 0
  · have h0 : christoffel C (0 : ι → ℝ) = 0 := by ext i m; simp [christoffel]
    simp [polarisedModulus, hk, h0]
  exact (hE k hk p hp).le

omit [DecidableEq ι] in
/-- At fixed polarisation, the square root of `p · G(k) p` is subadditive in `k`. -/
theorem sqrt_polarisedModulus_add_le {C : ι → ι → ι → ι → ℝ} (hE : StronglyElliptic C)
    (p k k' : ι → ℝ) :
    √(polarisedModulus C p (k + k')) ≤
      √(polarisedModulus C p k) + √(polarisedModulus C p k') := by
  let M : Matrix ι ι ℝ :=
    Matrix.of fun i m => ∑ j, ∑ l, C i j m l * (k j * k' l + k' j * k l)
  -- along the line k + t k' the form is a quadratic polynomial in t
  have hexp : ∀ t : ℝ, polarisedModulus C p (k + t • k') =
      polarisedModulus C p k' * (t * t) + (p ⬝ᵥ (M *ᵥ p)) * t + polarisedModulus C p k := by
    intro t
    have hG : christoffel C (k + t • k') =
        (t * t) • christoffel C k' + t • M + christoffel C k := by
      ext i m
      simp only [christoffel, M, Matrix.add_apply, Matrix.smul_apply, Matrix.of_apply,
        smul_eq_mul, Pi.add_apply, Pi.smul_apply, Finset.mul_sum, ← Finset.sum_add_distrib]
      refine Finset.sum_congr rfl fun j _ => Finset.sum_congr rfl fun l _ => ?_
      ring
    unfold polarisedModulus
    rw [hG, Matrix.add_mulVec, Matrix.add_mulVec, Matrix.smul_mulVec, Matrix.smul_mulVec,
      dotProduct_add, dotProduct_add, dotProduct_smul, dotProduct_smul, smul_eq_mul,
      smul_eq_mul]
    ring
  -- it is never negative, so its discriminant is not positive
  have hd := discrim_le_zero (fun t => by
    rw [← hexp t]; exact polarisedModulus_nonneg hE p _)
  unfold discrim at hd
  have ha := Real.sq_sqrt (polarisedModulus_nonneg hE p k)
  have hb := Real.sq_sqrt (polarisedModulus_nonneg hE p k')
  have hcross : p ⬝ᵥ (M *ᵥ p) ≤
      2 * √(polarisedModulus C p k) * √(polarisedModulus C p k') := by
    refine (le_abs_self _).trans (abs_le_of_sq_le_sq ?_ (by positivity))
    rw [mul_pow, mul_pow, ha, hb]
    linarith
  have h1 := hexp 1
  rw [one_smul] at h1
  refine Real.sqrt_le_iff.mpr ⟨by positivity, ?_⟩
  rw [h1, add_sq, ha, hb]
  linarith

/-- Scaling the wave vector by `a` scales the largest eigenvalue by `a²`. -/
theorem topEigenvalue_smul [Nonempty ι] {C : ι → ι → ι → ι → ℝ}
    (hC : MajorSymmetric C) (a : ℝ) (k : ι → ℝ) :
    topEigenvalue C (a • k) = a ^ 2 * topEigenvalue C k := by
  have hG : christoffel C (a • k) = a ^ 2 • christoffel C k := by
    ext i m
    simp only [christoffel, Matrix.smul_apply, Matrix.of_apply, smul_eq_mul, Pi.smul_apply,
      Finset.mul_sum]
    refine Finset.sum_congr rfl fun j _ => Finset.sum_congr rfl fun l _ => ?_
    ring
  apply le_antisymm
  · obtain ⟨p, hp, h⟩ := (topEigenvalue_isGreatest hC (a • k)).1
    have h1 : topEigenvalue C (a • k) * (p ⬝ᵥ p) = a ^ 2 * polarisedModulus C p k := by
      rw [← smul_eq_mul, ← dotProduct_smul, ← h, hG, Matrix.smul_mulVec, dotProduct_smul,
        smul_eq_mul, polarisedModulus]
    have h2 := mul_le_mul_of_nonneg_left (polarisedModulus_le hC p k) (sq_nonneg a)
    refine le_of_mul_le_mul_right ?_ (dot_self_pos hp)
    linarith
  · obtain ⟨p, hp, h⟩ := (topEigenvalue_isGreatest hC k).1
    refine (topEigenvalue_isGreatest hC (a • k)).2 ⟨p, hp, ?_⟩
    rw [hG, Matrix.smul_mulVec, h, smul_smul]

private lemma topEigenvalue_pos [Nonempty ι] {C : ι → ι → ι → ι → ℝ}
    (hC : MajorSymmetric C) (hE : StronglyElliptic C) {k : ι → ℝ} (hk : k ≠ 0) :
    0 < topEigenvalue C k := by
  obtain ⟨i⟩ := ‹Nonempty ι›
  have hp : (Pi.single i 1 : ι → ℝ) ≠ 0 := fun h => by simpa using congrFun h i
  have : Nonempty ι := ⟨i⟩
  exact pos_of_mul_pos_left ((hE k hk _ hp).trans_le (polarisedModulus_le hC _ k))
    (dot_self_pos hp).le

private lemma topEigenvalue_zero [Nonempty ι] {C : ι → ι → ι → ι → ℝ}
    (hC : MajorSymmetric C) : topEigenvalue C 0 = 0 := by
  simpa using topEigenvalue_smul hC 0 0

/-- The square root of the largest eigenvalue of the Christoffel matrix is a norm in the
wave vector: nonnegative, definite, absolutely homogeneous and subadditive. -/
theorem sqrt_topEigenvalue_norm [Nonempty ι] {C : ι → ι → ι → ι → ℝ}
    (hC : MajorSymmetric C) (hE : StronglyElliptic C) :
    (∀ k, 0 ≤ √(topEigenvalue C k)) ∧
    (∀ k, √(topEigenvalue C k) = 0 ↔ k = 0) ∧
    (∀ (a : ℝ) k, √(topEigenvalue C (a • k)) = |a| * √(topEigenvalue C k)) ∧
    (∀ k k', √(topEigenvalue C (k + k')) ≤ √(topEigenvalue C k) + √(topEigenvalue C k')) := by
  refine ⟨fun k => Real.sqrt_nonneg _, fun k => ⟨fun h => ?_, fun h => ?_⟩,
    fun a k => ?_, fun k k' => ?_⟩
  · by_contra hk
    exact (Real.sqrt_pos.mpr (topEigenvalue_pos hC hE hk)).ne' h
  · rw [h, topEigenvalue_zero hC, Real.sqrt_zero]
  · rw [topEigenvalue_smul hC, Real.sqrt_mul (sq_nonneg a), Real.sqrt_sq_eq_abs]
  · -- test all three wave vectors with the fastest polarisation of k + k'
    obtain ⟨p, hp, h⟩ := (topEigenvalue_isGreatest hC (k + k')).1
    have hpp := dot_self_pos hp
    have h0 : polarisedModulus C p (k + k') = topEigenvalue C (k + k') * (p ⬝ᵥ p) := by
      rw [polarisedModulus, h, dotProduct_smul, smul_eq_mul]
    have hs : ∀ q, √(polarisedModulus C p q) ≤ √(topEigenvalue C q) * √(p ⬝ᵥ p) := by
      intro q
      rw [← Real.sqrt_mul' _ hpp.le]
      exact Real.sqrt_le_sqrt (polarisedModulus_le hC p q)
    have h1 := sqrt_polarisedModulus_add_le hE p k k'
    rw [h0, Real.sqrt_mul' _ hpp.le] at h1
    refine le_of_mul_le_mul_right ?_ (Real.sqrt_pos.mpr hpp)
    linarith [hs k, hs k']

/-- The slowness region of the fastest wave is convex. -/
theorem fastRegion_convex [Nonempty ι] {C : ι → ι → ι → ι → ℝ}
    (hC : MajorSymmetric C) (hE : StronglyElliptic C) (ρ : ℝ) :
    Convex ℝ (fastRegion C ρ) := by
  obtain ⟨-, -, hsmul, hadd⟩ := sqrt_topEigenvalue_norm hC hE
  have hnn : ∀ k, 0 ≤ topEigenvalue C k := fun k => by
    by_cases hk : k = 0
    · rw [hk, topEigenvalue_zero hC]
    · exact (topEigenvalue_pos hC hE hk).le
  intro s hs s' hs' a b ha hb hab
  have hρ : 0 ≤ ρ := (hnn s).trans hs
  have h := hadd (a • s) (b • s')
  rw [hsmul, hsmul, abs_of_nonneg ha, abs_of_nonneg hb] at h
  have h1 := mul_le_mul_of_nonneg_left (Real.sqrt_le_sqrt hs) ha
  have h2 := mul_le_mul_of_nonneg_left (Real.sqrt_le_sqrt hs') hb
  have h3 : a * √ρ + b * √ρ = √ρ := by rw [← add_mul, hab, one_mul]
  exact (Real.sqrt_le_sqrt_iff hρ).mp (by linarith)

/-- For `ρ > 0`, `t ≥ 0` and nonzero `m`, the point `t m` lies in the region exactly when `t` is at
most the reciprocal of `√(λ_max(G(m)) / ρ)`. -/
theorem smul_mem_fastRegion_iff [Nonempty ι] {C : ι → ι → ι → ι → ℝ}
    (hC : MajorSymmetric C) (hE : StronglyElliptic C) {ρ t : ℝ} (hρ : 0 < ρ) (ht : 0 ≤ t)
    {m : ι → ℝ} (hm : m ≠ 0) :
    t • m ∈ fastRegion C ρ ↔ t ≤ 1 / √(topEigenvalue C m / ρ) := by
  have hx : 0 < topEigenvalue C m / ρ := div_pos (topEigenvalue_pos hC hE hm) hρ
  rw [le_div_iff₀ (Real.sqrt_pos.mpr hx), ← sq_le_one_iff₀ (by positivity), mul_pow,
    Real.sq_sqrt hx.le, ← mul_div_assoc, div_le_one hρ, ← topEigenvalue_smul hC]
  rfl

/-- A two-dimensional cubic crystal with `C₁₁ = 6`, `C₁₂ = 0` and `C₄₄ = 1`. -/
def cubicCrystal (i j k l : Fin 2) : ℝ :=
  (if i = k ∧ j = l then 1 else 0) + (if i = l ∧ j = k then 1 else 0) +
    (if i = j ∧ j = k ∧ k = l then 4 else 0)

private lemma christoffel_cubic (k : Fin 2 → ℝ) : christoffel cubicCrystal k =
    !![6 * k 0 ^ 2 + k 1 ^ 2, k 0 * k 1; k 0 * k 1, k 0 ^ 2 + 6 * k 1 ^ 2] := by
  ext i j
  fin_cases i <;> fin_cases j <;>
    simp [christoffel, cubicCrystal, Fin.sum_univ_two] <;> ring

/-- The cubic crystal has the major symmetry and a positive definite Christoffel matrix for
every nonzero wave vector. -/
theorem cubicCrystal_witness :
    MajorSymmetric cubicCrystal ∧ StronglyElliptic cubicCrystal := by
  constructor
  · intro i j k l
    fin_cases i <;> fin_cases j <;> fin_cases k <;> fin_cases l <;> simp [cubicCrystal]
  · intro k hk p hp
    have h := mul_pos (dot_self_pos hk) (dot_self_pos hp)
    simp only [dotProduct, Fin.sum_univ_two] at h
    have he : polarisedModulus cubicCrystal p k =
        (k 0 * k 0 + k 1 * k 1) * (p 0 * p 0 + p 1 * p 1) + (k 0 * p 0 + k 1 * p 1) ^ 2
          + 4 * (k 0 * p 0) ^ 2 + 4 * (k 1 * p 1) ^ 2 := by
      rw [polarisedModulus, christoffel_cubic]
      simp [Matrix.mulVec, dotProduct, Fin.sum_univ_two]
      ring
    rw [he]
    positivity

/-- For the cubic crystal at unit density, the slowness region of the slowest wave is not
convex. -/
theorem slowRegion_not_convex : ¬ Convex ℝ (slowRegion cubicCrystal 1) := by
  intro h
  have h1 : (![1, 0] : Fin 2 → ℝ) ∈ slowRegion cubicCrystal 1 := by
    refine ⟨1, le_rfl, ![0, 1], fun h => by simpa using congrFun h 1, ?_⟩
    rw [christoffel_cubic]
    ext i
    fin_cases i <;> simp [Matrix.mulVec, dotProduct, Fin.sum_univ_two]
  have h2 : (![0, 1] : Fin 2 → ℝ) ∈ slowRegion cubicCrystal 1 := by
    refine ⟨1, le_rfl, ![1, 0], fun h => by simpa using congrFun h 0, ?_⟩
    rw [christoffel_cubic]
    ext i
    fin_cases i <;> simp [Matrix.mulVec, dotProduct, Fin.sum_univ_two]
  -- at the midpoint both eigenvalues, 3/2 and 2, exceed the density
  have hs : (1 / 2 : ℝ) • (![1, 0] : Fin 2 → ℝ) + (1 / 2 : ℝ) • (![0, 1] : Fin 2 → ℝ)
      = ![1 / 2, 1 / 2] := by
    ext i
    fin_cases i <;> simp
  have h3 := h h1 h2 (by norm_num : (0 : ℝ) ≤ 1 / 2) (by norm_num : (0 : ℝ) ≤ 1 / 2)
    (by norm_num)
  rw [hs] at h3
  obtain ⟨μ, hμ, p, hp, he⟩ := h3
  have hG : christoffel cubicCrystal ![1 / 2, 1 / 2] = !![7 / 4, 1 / 4; 1 / 4, 7 / 4] := by
    rw [christoffel_cubic]
    ext i j
    fin_cases i <;> fin_cases j <;> norm_num
  rw [hG] at he
  have hpp := dot_self_pos hp
  have hq := congrArg (fun v => p ⬝ᵥ v) he
  simp only [dotProduct_smul, smul_eq_mul] at hq
  have hl : p ⬝ᵥ (!![7 / 4, 1 / 4; 1 / 4, 7 / 4] *ᵥ p) =
      3 / 2 * (p ⬝ᵥ p) + 1 / 4 * (p 0 + p 1) ^ 2 := by
    simp [Matrix.mulVec, dotProduct, Fin.sum_univ_two]
    ring
  rw [hl] at hq
  nlinarith [mul_nonneg (sub_nonneg.mpr hμ) hpp.le, sq_nonneg (p 0 + p 1)]

end

end InnerSlownessSheet
```

```lean
#print axioms InnerSlownessSheet.fastRegion_convex
-- 'InnerSlownessSheet.fastRegion_convex' depends on axioms: [propext, Classical.choice, Quot.sound]
#print axioms InnerSlownessSheet.smul_mem_fastRegion_iff
-- 'InnerSlownessSheet.smul_mem_fastRegion_iff' depends on axioms: [propext, Classical.choice, Quot.sound]
#print axioms InnerSlownessSheet.slowRegion_not_convex
-- 'InnerSlownessSheet.slowRegion_not_convex' depends on axioms: [propext, Classical.choice, Quot.sound]
```

## Exact algebra for an ideal medium

The finite, nonempty index type `ι` labels the Cartesian components. `IsEigval` requires a nonzero real eigenvector, and `topEigenvalue` is the supremum of the eigenvalues, which `topEigenvalue_isGreatest` shows to be attained. `polarisedModulus C p k` is $q_p(k)$.

`StronglyElliptic` is assumed, not derived from a material model. Physically, it says that every plane wave with $k\ne0$ has positive squared frequency.

`sqrt_topEigenvalue_norm`, `fastRegion_convex` and `smul_mem_fastRegion_iff` assume both the major symmetry and strong ellipticity. `sqrt_polarisedModulus_add_le` assumes only strong ellipticity, while `topEigenvalue_isGreatest`, `polarisedModulus_le` and `topEigenvalue_smul` assume only the major symmetry.

`sqrt_topEigenvalue_norm` states the four norm properties. `fastRegion_convex` holds for every real $\rho$, while `smul_mem_fastRegion_iff` takes $\rho>0$, $t\ge0$ and any nonzero $m$. For a unit vector $m$, its bound on $t$ is the reciprocal of the fastest phase speed. `slowRegion_not_convex` concerns the cubic crystal above, whose hypotheses are checked in `cubicCrystal_witness`.

The proof follows the derivation. In detail:

- `polarisedModulus_le` obtains the eigenvalue bound by showing that $\lambda_{\max}I-G(k)$ has no negative eigenvalue.
- `sqrt_polarisedModulus_add_le` expands the quadratic in $t$ and applies `discrim_le_zero`.
- The triangle inequality uses an unnormalised eigenvector and cancels the common factor $\sqrt{p\cdot p}$.
- `topEigenvalue_smul` supplies the scaling for both homogeneity and the radial formula.

The theorems concern exact real arithmetic and a single constant tensor. Damping, grid dispersion and rounding error are absent from the model, so a discrete scheme needs its own stability analysis.
